# Momentum eigenvalues on an interval with a twisted boundary condition

A one-dimensional plane-wave code with a Bloch phase fills an array of momenta before it applies the kinetic energy. For a cell of length $L$ and a phase $\theta$ across the cell, the entry for the integer $n$ is

$$p_n = \frac{\hbar(2\pi n+\theta)}{L}.$$

The code then treats $p_n$ as an exact, real eigenvalue of momentum, and takes the integers $n$ to label all of them. Both assumptions hold for continuously differentiable wavefunctions on $[0,L]$ whose value at $L$ is $e^{i\theta}$ times their value at $0$.

## The eigenvalues selected by the twist

Let $L,\hbar>0$, let $\theta$ be real, and let $P=-i\hbar\,d/dx$ act on the $C^1$ functions $f:[0,L]\to\mathbb C$ with

$$f(L)=e^{i\theta}f(0).$$

With $\langle f,g\rangle=\int_0^L \overline{f(x)}\,g(x)\,dx$, the operator is symmetric on this domain: $\langle Pf,g\rangle=\langle f,Pg\rangle$. A complex number $z$ has a nonzero solution of $Pf=zf$ in the domain exactly when $z=p_n$ for some integer $n$.

The angle $\theta$ stands for the Bloch phase that a wavefunction gains across one cell. On a ring it can also stand for a magnetic flux through the hole, once a gauge transformation has moved the vector potential into the boundary condition.

## Where band and twist-averaging codes use it

In a band calculation for non-interacting electrons in one dimension, $\theta/L$ is the crystal wave number and $2\pi n/L$ is a reciprocal lattice vector, so $p_n$ is the momentum of one basis function. Twist averaging repeats a calculation for several values of $\theta$, and each value shifts the whole momentum array by $\hbar\theta/L$.

The symmetry relation can fail when the two functions have different twists. If $f$ has twist $\theta$ and $g$ has twist $\theta'$, the boundary term computed below gives

$$\langle f,Pg\rangle-\langle Pf,g\rangle=-i\hbar\left(e^{i(\theta'-\theta)}-1\right)\overline{f(0)}\,g(0),$$

which is in general nonzero. A momentum matrix whose entries are integrals over one cell between orbitals with different twists can therefore fail to be Hermitian even when every integral is accurate.

## From the boundary term to the allowed momenta

**Symmetry.** For any $C^1$ functions $f$ and $g$, conjugating $-i\hbar$ in the first slot gives

$$\langle f,Pg\rangle-\langle Pf,g\rangle
=-i\hbar\int_0^L\left(\overline f\,g'+\overline{f'}\,g\right)dx
=-i\hbar\left[\overline{f(L)}\,g(L)-\overline{f(0)}\,g(0)\right].$$

If both functions have twist $\theta$, then $\overline{f(L)}\,g(L)=e^{-i\theta}e^{i\theta}\,\overline{f(0)}\,g(0)=\overline{f(0)}\,g(0)$, and the bracket vanishes.

**Maximality among $C^1$ functions.** Suppose that a $C^1$ function $g$ satisfies $\langle Pf,g\rangle=\langle f,Pg\rangle$ for every $f$ in the domain. Take $f(x)=e^{i\theta x/L}$, for which $f(0)=1$ and $f(L)=e^{i\theta}$. The boundary term must be zero, and $\hbar\neq0$, so $e^{-i\theta}g(L)-g(0)=0$. Hence $g(L)=e^{i\theta}g(0)$, and $g$ was in the domain already.

**Eigenvalues.** The equation $-i\hbar f'=zf$ is the same as $f'=(iz/\hbar)f$. Set $u(x)=f(x)e^{-izx/\hbar}$. Then

$$u'(x)=\left(\frac{iz}{\hbar}-\frac{iz}{\hbar}\right)u(x)=0,$$

so $u$ is constant and $f(x)=f(0)e^{izx/\hbar}$. A nonzero solution has $f(0)\neq0$. Dividing the boundary condition by $f(0)$ leaves

$$e^{izL/\hbar}=e^{i\theta},$$

and therefore $izL/\hbar=i\theta+2\pi i n$ for an integer $n$, which is $z=p_n$. Conversely, $e^{ip_nx/\hbar}$ solves the equation with $z=p_n$, and its value at $L$ is $e^{i(2\pi n+\theta)}=e^{i\theta}$, as the domain requires.

**Orthogonality.** If $f$ and $g$ both have twist $\theta$ and satisfy $Pf=af$ and $Pg=bg$ with real $a\neq b$, symmetry gives $a\langle f,g\rangle=b\langle f,g\rangle$, so $\langle f,g\rangle=0$. The plane wave $e^{ip_nx/\hbar}$ has squared norm $L$; the normalised orbital is $L^{-1/2}e^{ip_nx/\hbar}$.

## The operator and its eigenvalues in Lean

```lean
import Mathlib

open Set Complex

namespace TwistedMomentum

noncomputable section

/-- The momentum operator `-i ħ d/dx` on the interval `[0, L]`, with one-sided derivatives
at the endpoints. -/
def momentum (hbar L : ℝ) (f : ℝ → ℂ) (x : ℝ) : ℂ :=
  -I * (hbar : ℂ) * derivWithin f (Icc 0 L) x

/-- The inner product `∫ conj(f) g dx` over `[0, L]`. -/
def braket (L : ℝ) (f g : ℝ → ℂ) : ℂ := ∫ x in (0 : ℝ)..L, star (f x) * g x

/-- The domain with twist `θ`: continuously differentiable functions on `[0, L]` with
`f(L) = exp(iθ) f(0)`. -/
structure InDomain (L θ : ℝ) (f : ℝ → ℂ) : Prop where
  smooth : ContDiffOn ℝ 1 f (Icc 0 L)
  twist : f L = Complex.exp (I * (θ : ℂ)) * f 0

/-- The plane wave `exp(i k x)` with wave number `k`. -/
def planeWave (k : ℂ) (x : ℝ) : ℂ := Complex.exp (I * k * (x : ℂ))

/-- The derivative of the plane wave `exp(i k x)` is `i k exp(i k x)`. -/
theorem hasDerivAt_planeWave (k : ℂ) (x : ℝ) :
    HasDerivAt (planeWave k) (I * k * planeWave k x) x := by
  have h : HasDerivAt (fun y : ℝ => I * k * (y : ℂ)) (I * k) x :=
    ((hasDerivAt_id x).ofReal_comp.const_mul (I * k)).congr_deriv (by simp)
  exact h.cexp.congr_deriv (by unfold planeWave; ring)

/-- The plane wave with wave number `(2πn + θ)/L` lies in the domain with twist `θ`. -/
theorem planeWave_inDomain {L : ℝ} (hL : 0 < L) (θ : ℝ) (n : ℤ) :
    InDomain L θ (planeWave ((2 * (Real.pi : ℂ) * n + θ) / L)) := by
  have hLc : (L : ℂ) ≠ 0 := by exact_mod_cast hL.ne'
  refine ⟨?_, ?_⟩
  · have h : ContDiff ℝ 1 (planeWave ((2 * (Real.pi : ℂ) * n + θ) / L)) := by
      unfold planeWave
      exact (contDiff_const.mul Complex.ofRealCLM.contDiff).cexp
    exact h.contDiffOn
  · have h0 : planeWave ((2 * (Real.pi : ℂ) * n + θ) / L) 0 = 1 := by simp [planeWave]
    rw [h0, mul_one]
    have hk := div_mul_cancel₀ (2 * (Real.pi : ℂ) * n + θ) hLc
    exact Complex.exp_eq_exp_iff_exists_int.2 ⟨n, by linear_combination I * hk⟩

/-- A phase factor `exp(iθ)` with real `θ` has unit modulus. -/
theorem phase_unit (θ : ℝ) :
    star (Complex.exp (I * (θ : ℂ))) * Complex.exp (I * (θ : ℂ)) = 1 := by
  rw [Complex.star_def, ← Complex.exp_conj, ← Complex.exp_add]
  simp

/-- For continuously differentiable `f` and `g`, the difference `⟨f, Pg⟩ - ⟨Pf, g⟩` is
`-iħ` times the change of `conj(f) g` between the endpoints. -/
theorem boundary_form {L : ℝ} (hL : 0 < L) (hbar : ℝ) {f g : ℝ → ℂ}
    (hf : ContDiffOn ℝ 1 f (Icc 0 L)) (hg : ContDiffOn ℝ 1 g (Icc 0 L)) :
    braket L f (momentum hbar L g) - braket L (momentum hbar L f) g
      = -I * (hbar : ℂ) * (star (f L) * g L - star (f 0) * g 0) := by
  have cf := hf.continuousOn_derivWithin (uniqueDiffOn_Icc hL) le_rfl
  have cg := hg.continuousOn_derivWithin (uniqueDiffOn_Icc hL) le_rfl
  have df : ∀ x ∈ Ioo 0 L, HasDerivAt f (derivWithin f (Icc 0 L) x) x := fun x hx =>
    (hf.differentiableOn (by simp) x (Ioo_subset_Icc_self hx)).hasDerivWithinAt.hasDerivAt
      (Icc_mem_nhds hx.1 hx.2)
  have dg : ∀ x ∈ Ioo 0 L, HasDerivAt g (derivWithin g (Icc 0 L) x) x := fun x hx =>
    (hg.differentiableOn (by simp) x (Ioo_subset_Icc_self hx)).hasDerivWithinAt.hasDerivAt
      (Icc_mem_nhds hx.1 hx.2)
  -- the fundamental theorem of calculus for the product conj(f) g
  have key : ∫ x in (0 : ℝ)..L, (star (derivWithin f (Icc 0 L) x) * g x
      + star (f x) * derivWithin g (Icc 0 L) x) = star (f L) * g L - star (f 0) * g 0 :=
    intervalIntegral.integral_eq_sub_of_hasDerivAt_of_le (f := fun x => star (f x) * g x)
      hL.le (hf.continuousOn.star.mul hg.continuousOn)
      (fun x hx => (df x hx).star.fun_mul (dg x hx))
      (ContinuousOn.intervalIntegrable_of_Icc hL.le
        ((cf.star.mul hg.continuousOn).add (hf.continuousOn.star.mul cg)))
  have i1 : IntervalIntegrable (fun x => star (f x) * momentum hbar L g x)
      MeasureTheory.volume 0 L :=
    ContinuousOn.intervalIntegrable_of_Icc hL.le
      (hf.continuousOn.star.mul (continuousOn_const.mul cg))
  have i2 : IntervalIntegrable (fun x => star (momentum hbar L f x) * g x)
      MeasureTheory.volume 0 L :=
    ContinuousOn.intervalIntegrable_of_Icc hL.le
      ((continuousOn_const.mul cf).star.mul hg.continuousOn)
  unfold braket
  rw [← intervalIntegral.integral_sub i1 i2, ← key, ← intervalIntegral.integral_const_mul]
  refine intervalIntegral.integral_congr (fun x _ => ?_)
  simp only [momentum, Complex.star_def, map_mul, map_neg, Complex.conj_I, Complex.conj_ofReal]
  ring

/-- The momentum operator is symmetric on the domain with twist `θ`: `⟨Pf, g⟩ = ⟨f, Pg⟩`. -/
theorem momentum_symmetric {L θ : ℝ} (hL : 0 < L) (hbar : ℝ) {f g : ℝ → ℂ}
    (hf : InDomain L θ f) (hg : InDomain L θ g) :
    braket L (momentum hbar L f) g = braket L f (momentum hbar L g) := by
  have h := boundary_form hL hbar hf.smooth hg.smooth
  rw [hf.twist, hg.twist, star_mul'] at h
  -- the two phases cancel in the boundary term
  linear_combination -h + I * (hbar : ℂ) * star (f 0) * g 0 * phase_unit θ

/-- A continuously differentiable `g` with `⟨Pf, g⟩ = ⟨f, Pg⟩` for every `f` in the domain
with twist `θ` belongs to that domain itself. -/
theorem domain_maximal {L θ hbar : ℝ} (hL : 0 < L) (hh : 0 < hbar) {g : ℝ → ℂ}
    (hg : ContDiffOn ℝ 1 g (Icc 0 L))
    (hsym : ∀ f, InDomain L θ f →
      braket L (momentum hbar L f) g = braket L f (momentum hbar L g)) :
    InDomain L θ g := by
  refine ⟨hg, ?_⟩
  -- test with a single plane wave
  have hw := planeWave_inDomain hL θ 0
  have h := boundary_form hL hbar hw.smooth hg
  have h0 : planeWave ((2 * (Real.pi : ℂ) * (0 : ℤ) + θ) / L) 0 = 1 := by simp [planeWave]
  rw [hsym _ hw, sub_self, hw.twist, h0, mul_one, star_one, one_mul] at h
  have hc : -I * (hbar : ℂ) ≠ 0 :=
    mul_ne_zero (neg_ne_zero.2 Complex.I_ne_zero) (by exact_mod_cast hh.ne')
  have h2 := (mul_eq_zero.1 h.symm).resolve_left hc
  linear_combination Complex.exp (I * (θ : ℂ)) * h2 - g L * phase_unit θ

/-- Every continuously differentiable solution of `Pf = z f` on `[0, L]` is
`f(0) exp(i z x / ħ)`. -/
theorem eigenfunction_form {L hbar : ℝ} (hL : 0 < L) (hh : 0 < hbar) {z : ℂ} {f : ℝ → ℂ}
    (hf : ContDiffOn ℝ 1 f (Icc 0 L))
    (hP : ∀ x ∈ Icc 0 L, momentum hbar L f x = z * f x) :
    ∀ x ∈ Icc 0 L, f x = f 0 * planeWave (z / hbar) x := by
  have hc : (hbar : ℂ) ≠ 0 := by exact_mod_cast hh.ne'
  -- f times the inverse plane wave has zero derivative
  have hd : ∀ x ∈ Icc 0 L, HasDerivWithinAt
      (fun y => f y * planeWave (-(z / hbar)) y) 0 (Icc 0 L) x := by
    intro x hx
    have h1 := (hf.differentiableOn (by simp) x hx).hasDerivWithinAt
    have h2 := (hasDerivAt_planeWave (-(z / hbar)) x).hasDerivWithinAt (s := Icc 0 L)
    have h3 := hP x hx
    unfold momentum at h3
    have h4 : derivWithin f (Icc 0 L) x = I * (z / hbar) * f x := by
      apply mul_left_cancel₀ hc
      have hq := div_mul_cancel₀ z hc
      linear_combination I * h3 + (hbar : ℂ) * derivWithin f (Icc 0 L) x * Complex.I_sq
        - I * f x * hq
    refine (h1.fun_mul h2).congr_deriv ?_
    rw [h4]
    ring
  intro x hx
  have h := constant_of_derivWithin_zero (fun y hy => (hd y hy).differentiableWithinAt)
    (fun y hy => (hd y (Ico_subset_Icc_self hy)).derivWithin
      (uniqueDiffOn_Icc hL y (Ico_subset_Icc_self hy))) x hx
  have h0 : planeWave (-(z / hbar)) 0 = 1 := by simp [planeWave]
  have e : planeWave (-(z / hbar)) x * planeWave (z / hbar) x = 1 := by
    unfold planeWave
    rw [← Complex.exp_add, ← Complex.exp_zero]
    congr 1
    ring
  simp only [h0, mul_one] at h
  linear_combination planeWave (z / hbar) x * h - f x * e

/-- A complex number `z` has a nonzero solution of `Pf = z f` in the domain with twist `θ`
exactly when `z = ħ(2πn + θ)/L` for an integer `n`. -/
theorem momentum_eigenvalue_iff {L hbar : ℝ} (hL : 0 < L) (hh : 0 < hbar) (θ : ℝ) (z : ℂ) :
    (∃ f, InDomain L θ f ∧ (∃ x ∈ Icc 0 L, f x ≠ 0) ∧
      ∀ x ∈ Icc 0 L, momentum hbar L f x = z * f x) ↔
    ∃ n : ℤ, z = hbar * (2 * (Real.pi : ℂ) * n + θ) / L := by
  have hLc : (L : ℂ) ≠ 0 := by exact_mod_cast hL.ne'
  have hc : (hbar : ℂ) ≠ 0 := by exact_mod_cast hh.ne'
  constructor
  · rintro ⟨f, hf, ⟨x, hx, hne⟩, hP⟩
    have form := eigenfunction_form hL hh hf.smooth hP
    have f0 : f 0 ≠ 0 := fun h => hne (by rw [form x hx, h, zero_mul])
    -- the boundary condition becomes an equality of phases
    have hE : planeWave (z / hbar) L = Complex.exp (I * (θ : ℂ)) := by
      apply mul_left_cancel₀ f0
      rw [← form L (right_mem_Icc.2 hL.le), hf.twist, mul_comm]
    obtain ⟨n, hn⟩ := Complex.exp_eq_exp_iff_exists_int.1 hE
    refine ⟨n, ?_⟩
    have hq := div_mul_cancel₀ z hc
    rw [eq_div_iff hLc]
    linear_combination -I * (hbar : ℂ) * hn - (L : ℂ) * hq
      + (hbar : ℂ) * (z / hbar * L - θ - 2 * (Real.pi : ℂ) * n) * Complex.I_sq
  · rintro ⟨n, rfl⟩
    refine ⟨_, planeWave_inDomain hL θ n,
      ⟨0, left_mem_Icc.2 hL.le, Complex.exp_ne_zero _⟩, fun x hx => ?_⟩
    unfold momentum
    rw [(hasDerivAt_planeWave _ x).hasDerivWithinAt.derivWithin (uniqueDiffOn_Icc hL x hx),
      mul_div_assoc]
    generalize (2 * (Real.pi : ℂ) * n + θ) / L = k
    linear_combination -((hbar : ℂ) * k * planeWave k x) * Complex.I_sq

/-- Solutions of `Pf = a f` and `Pg = b g` in the same domain, with distinct real `a` and `b`,
are orthogonal. -/
theorem eigenfunctions_orthogonal {L θ hbar a b : ℝ} (hL : 0 < L) (hab : a ≠ b)
    {f g : ℝ → ℂ} (hf : InDomain L θ f) (hg : InDomain L θ g)
    (hPf : ∀ x ∈ Icc 0 L, momentum hbar L f x = a * f x)
    (hPg : ∀ x ∈ Icc 0 L, momentum hbar L g x = b * g x) :
    braket L f g = 0 := by
  have h1 : braket L (momentum hbar L f) g = a * braket L f g := by
    unfold braket
    rw [← intervalIntegral.integral_const_mul]
    refine intervalIntegral.integral_congr (fun x hx => ?_)
    rw [uIcc_of_le hL.le] at hx
    simp only [hPf x hx, Complex.star_def, map_mul, Complex.conj_ofReal]
    ring
  have h2 : braket L f (momentum hbar L g) = b * braket L f g := by
    unfold braket
    rw [← intervalIntegral.integral_const_mul]
    refine intervalIntegral.integral_congr (fun x hx => ?_)
    rw [uIcc_of_le hL.le] at hx
    simp only [hPg x hx]
    ring
  have h := momentum_symmetric hL hbar hf hg
  rw [h1, h2] at h
  have hne : (a : ℂ) - b ≠ 0 := sub_ne_zero.2 (by exact_mod_cast hab)
  exact (mul_eq_zero.1 (by linear_combination h :
    ((a : ℂ) - b) * braket L f g = 0)).resolve_left hne

end

end TwistedMomentum
```

```lean
#print axioms TwistedMomentum.domain_maximal
#print axioms TwistedMomentum.momentum_eigenvalue_iff
#print axioms TwistedMomentum.eigenfunctions_orthogonal
```

```
'TwistedMomentum.domain_maximal' depends on axioms: [propext, Classical.choice, Quot.sound]
'TwistedMomentum.momentum_eigenvalue_iff' depends on axioms: [propext, Classical.choice, Quot.sound]
'TwistedMomentum.eigenfunctions_orthogonal' depends on axioms: [propext, Classical.choice, Quot.sound]
```

## How the definitions encode the cell

Wavefunctions have type `ℝ → ℂ`, but only their values on `Icc 0 L`, the closed interval $[0,L]$, matter. The definition `momentum` uses `derivWithin`, the derivative taken within that interval, which is one-sided at the endpoints. The structure `InDomain L θ f` holds the two conditions on $f$: `smooth` says that it is $C^1$ on the closed interval, and `twist` is the boundary condition. The inner product `braket` conjugates its first argument. The function `planeWave k` is $e^{ikx}$ without a normalisation factor, and its argument is a wave number, not a momentum.

In `momentum_eigenvalue_iff`, the left side asks for a function in the domain that is nonzero somewhere in $[0,L]$ and satisfies $Pf=zf$ at every point of the interval, endpoints included. The right side is the formula for $p_n$. Since `z` is an arbitrary complex number, the reality of the eigenvalues is a conclusion. The angle `θ` is any real number; changing it by $2\pi$ leaves the domain unchanged and relabels $n$.

## How the lemmas follow the calculation

`boundary_form` is the integration by parts. It applies the fundamental theorem of calculus to $\overline f g$, which needs continuity on the closed interval and an ordinary derivative only in the interior. The continuity of the derivatives makes the integrals well behaved.

`momentum_symmetric` inserts the two twists and cancels the phases with `phase_unit`, the identity $\overline{e^{i\theta}}e^{i\theta}=1$. `domain_maximal` uses the same boundary term with the $n=0$ plane wave, whose place in the domain comes from `planeWave_inDomain`.

`eigenfunction_form` carries out the step with $u$. It shows that the product of $f$ and the inverse plane wave has zero derivative, applies `constant_of_derivWithin_zero`, and multiplies back by the plane wave. The forward half of `momentum_eigenvalue_iff` cancels $f(0)$ from the boundary condition and uses `Complex.exp_eq_exp_iff_exists_int`, which says that two complex exponentials agree exactly when their exponents differ by an integer multiple of $2\pi i$. The other half differentiates the plane wave through `hasDerivAt_planeWave`. In these proofs `linear_combination` does the remaining algebra, including the replacement of $i^2$ by $-1$.

`eigenfunctions_orthogonal` pulls the real eigenvalues out of the two integrals and compares them through `momentum_symmetric`.

## What the theorems cover and what they leave out

For the continuum operator, the theorems establish that the list $p_n$ has no missing and no spurious entries. By `eigenfunction_form`, each eigenvalue also has a single eigenfunction on $[0,L]$ up to a constant factor, so the momentum array needs no repeated entries.

The statements concern one particle in one dimension. They contain no potential and no interaction, and they give no error bound for a truncated basis, a finite-difference derivative or a discrete Fourier transform. With a finite-difference derivative, for example, a computed eigenvalue can differ from $p_n$ without any coding error.

The domain is also smaller than the one used in Hilbert-space theory. `domain_maximal` assumes that the candidate $g$ is already $C^1$, so it is weaker than self-adjointness, which holds on a larger domain of functions with square-integrable weak derivatives and the same twist. Completeness of the plane waves, which a code assumes when it expands an arbitrary orbital in them, is a separate theorem that this file does not prove.
